# The exponential of a block matrix contains the exact derivative of a GRAPE step propagator

**A:** For complex $n\times n$ matrices $A$ and $B$,

$$\exp\begin{pmatrix}A&B\\0&A\end{pmatrix}=\begin{pmatrix}e^{A}&L\\0&e^{A}\end{pmatrix},\qquad L=\frac{d}{dt}e^{A+tB}\Big|_{t=0}.$$

With $\hbar=1$, $A=-i\tau(H_0+uH_1)$ and $B=-i\tau H_1$, $L$ is the derivative of one pulse step's propagator with respect to its control amplitude $u$. Here $\tau$ is the step length, $H_0$ the drift and $H_1$ the control operator. GRAPE (gradient ascent pulse engineering) uses such derivatives to optimise control pulses.

In Lean 4 with Mathlib:

```lean
import Mathlib

open Matrix NormedSpace
open scoped Matrix.Norms.Operator

noncomputable section

namespace GrapeDerivative

variable {n : Type*} [Fintype n] [DecidableEq n]
```

**Q:** Which objects in the code are these?

**A:** The finite type `n` labels the basis states, and `n ⊕ n` labels the doubled space on which `auxMatrix` acts.

```lean
/-- The auxiliary block matrix `[[A, B], [0, A]]` of a generator `A` and a perturbation `B`. -/
def auxMatrix (A B : Matrix n n ℂ) : Matrix (n ⊕ n) (n ⊕ n) ℂ :=
  fromBlocks A B 0 A
```

**Q:** And $L$? If `stepDerivative` is a derivative by definition, nothing has been shown.

**A:** It is defined only as the upper-right block of the exponential. That it is a derivative has to be proved.

```lean
/-- The upper-right block of the exponential of the auxiliary matrix. -/
def stepDerivative (A B : Matrix n n ℂ) : Matrix n n ℂ :=
  (exp (auxMatrix A B)).toBlocks₁₂
```

**Q:** Is the propagator the one I would write down?

**A:** Yes, with $\hbar=1$, so $H_0$ and the product $uH_1$ are in angular frequency units. The numbers $\tau$ and $u$ are real. Hermiticity is not assumed, so the result holds for non-unitary steps too.

```lean
/-- The propagator `exp(-iτ(H₀ + u H₁))` of one time step of length `τ`, with drift `H₀`,
control operator `H₁` and control amplitude `u`. -/
def stepPropagator (H₀ H₁ : Matrix n n ℂ) (τ u : ℝ) : Matrix n n ℂ :=
  exp ((-(Complex.I * τ)) • (H₀ + (u : ℂ) • H₁))
```

**Q:** Then derive it, without assuming that the derivative exists.

**A:** Fix a number $c$ and send a pair of matrices $(Y,X)$ to $\begin{pmatrix}Y&c(Y-X)\\0&X\end{pmatrix}$. Sums are clearly preserved, and the pair of identity matrices goes to the identity. In a product of two such matrices the corner is

$$Y\,c(Y'-X')+c(Y-X)X'=c(YY'-XX'),$$

so products are preserved as well. `differenceHom` records this.

```lean
/-- The ring homomorphism that sends a pair `(Y, X)` to `[[Y, c(Y - X)], [0, X]]`. -/
def differenceHom (c : ℂ) :
    Matrix n n ℂ × Matrix n n ℂ →+* Matrix (n ⊕ n) (n ⊕ n) ℂ where
  toFun p := fromBlocks p.1 (c • (p.1 - p.2)) 0 p.2
  map_one' := by simp
  map_zero' := by simp
  map_mul' p q := by
    simp only [fromBlocks_multiply, Prod.fst_mul, Prod.snd_mul, Matrix.mul_zero,
      Matrix.zero_mul, add_zero, zero_add, Matrix.mul_smul, Matrix.smul_mul, smul_zero]
    congr 1
    rw [← smul_add]
    congr 1
    noncomm_ring
  map_add' p q := by
    simp only [fromBlocks_add, Prod.fst_add, Prod.snd_add, add_zero]
    congr 1
    module
```

The map therefore respects every power and every partial sum of the exponential series. It is also continuous, so it respects the limit:

$$\exp\begin{pmatrix}Y&c(Y-X)\\0&X\end{pmatrix}=\begin{pmatrix}e^Y&c(e^Y-e^X)\\0&e^X\end{pmatrix}.$$

The first lemma below supplies continuity of the exponential for later; the second is this identity.

```lean
/-- The matrix exponential is continuous. -/
theorem continuous_exp {m : Type*} [Fintype m] [DecidableEq m] :
    Continuous (exp : Matrix m m ℂ → Matrix m m ℂ) := by
  let _ : NormedAlgebra ℚ (Matrix m m ℂ) := NormedAlgebra.restrictScalars ℚ ℂ _
  exact NormedSpace.exp_continuous

/-- The exponential of `[[Y, c(Y - X)], [0, X]]` has the same form, with `X` and `Y` replaced
by their exponentials. -/
theorem exp_difference (X Y : Matrix n n ℂ) (c : ℂ) :
    exp (fromBlocks Y (c • (Y - X)) 0 X) =
      fromBlocks (exp Y) (c • (exp Y - exp X)) 0 (exp X) := by
  let _ : NormedAlgebra ℚ (Matrix n n ℂ) := NormedAlgebra.restrictScalars ℚ ℂ _
  have hc : Continuous (differenceHom (n := n) c) :=
    Continuous.matrix_fromBlocks continuous_fst
      ((continuous_fst.sub continuous_snd).const_smul c) continuous_const continuous_snd
  -- a continuous ring homomorphism commutes with the exponential
  have h := NormedSpace.map_exp (differenceHom c) hc (Y, X)
  have h1 : (exp (Y, X)).1 = exp Y :=
    NormedSpace.map_exp (RingHom.fst (Matrix n n ℂ) (Matrix n n ℂ)) continuous_fst (Y, X)
  have h2 : (exp (Y, X)).2 = exp X :=
    NormedSpace.map_exp (RingHom.snd (Matrix n n ℂ) (Matrix n n ℂ)) continuous_snd (Y, X)
  change fromBlocks (exp (Y, X)).1 (c • ((exp (Y, X)).1 - (exp (Y, X)).2)) 0 (exp (Y, X)).2 =
    exp (fromBlocks Y (c • (Y - X)) 0 X) at h
  rw [h1, h2] at h
  exact h.symm
```

Now take $X=A$, $Y=A+tB$ and $c=1/t$ with $t\neq0$. The corner on the left becomes $B$, and the corner on the right becomes a difference quotient:

$$\exp\begin{pmatrix}A+tB&B\\0&A\end{pmatrix}=\begin{pmatrix}e^{A+tB}&(e^{A+tB}-e^A)/t\\0&e^A\end{pmatrix}.$$

```lean
/-- For `t ≠ 0`, the exponential of `[[A + tB, B], [0, A]]` holds the difference quotient
`(exp(A + tB) - exp A) / t` in its upper-right block. -/
theorem exp_finite_difference (A B : Matrix n n ℂ) {t : ℂ} (ht : t ≠ 0) :
    exp (fromBlocks (A + t • B) B 0 A) =
      fromBlocks (exp (A + t • B)) (t⁻¹ • (exp (A + t • B) - exp A)) 0 (exp A) := by
  have h := exp_difference A (A + t • B) t⁻¹
  rwa [add_sub_cancel_left, smul_smul, inv_mul_cancel₀ ht, one_smul] at h
```

**Q:** And you let $t\to0$?

**A:** Yes. The left side is continuous in $t$, so its corner tends to $L$. The quotient is that corner, so it converges, and the derivative exists and equals $L$. In `exp_auxMatrix`, the first half extends the block form from $t\neq0$ to $t=0$; the second turns the limit of `slope` into `HasDerivAt`, for complex $t$.

```lean
/-- The exponential of `[[A, B], [0, A]]` has diagonal blocks `exp A`, a zero lower-left block,
and as upper-right block the derivative of `exp(A + tB)` at `t = 0`. -/
theorem exp_auxMatrix (A B : Matrix n n ℂ) :
    exp (auxMatrix A B) = fromBlocks (exp A) (stepDerivative A B) 0 (exp A) ∧
      HasDerivAt (fun t : ℂ => exp (A + t • B)) (stepDerivative A B) 0 := by
  have hY : Continuous fun t : ℂ => A + t • B :=
    continuous_const.add (continuous_id.smul continuous_const)
  have hF : Continuous fun t : ℂ => exp (fromBlocks (A + t • B) B 0 A) :=
    continuous_exp.comp
      (hY.matrix_fromBlocks continuous_const continuous_const continuous_const)
  have hL : Continuous fun t : ℂ => (exp (fromBlocks (A + t • B) B 0 A)).toBlocks₁₂ :=
    hF.matrix_submatrix Sum.inl Sum.inr
  constructor
  · -- the block form holds for t ≠ 0 and extends to t = 0 by continuity
    have hG : Continuous fun t : ℂ => fromBlocks (exp (A + t • B))
        (exp (fromBlocks (A + t • B) B 0 A)).toBlocks₁₂ (0 : Matrix n n ℂ) (exp A) :=
      (continuous_exp.comp hY).matrix_fromBlocks hL continuous_const continuous_const
    have h := Continuous.ext_on (dense_compl_singleton (0 : ℂ)) hF hG (fun t ht => by
      have h := exp_finite_difference A B (t := t) ht
      simp only [h, toBlocks_fromBlocks₁₂])
    have h0 := congrFun h 0
    simp only [zero_smul, add_zero] at h0
    exact h0
  · -- the difference quotient is a block of a continuous function of t
    have key : Filter.Tendsto (slope (fun t : ℂ => exp (A + t • B)) 0)
        (nhdsWithin 0 {0}ᶜ) (nhds (stepDerivative A B)) := by
      have h0 := (hL.tendsto 0).mono_left (nhdsWithin_le_nhds (s := {0}ᶜ))
      simp only [zero_smul, add_zero] at h0
      refine h0.congr' ?_
      filter_upwards [self_mem_nhdsWithin] with t ht
      rw [exp_finite_difference A B ht, toBlocks_fromBlocks₁₂]
      simp [slope]
    exact hasDerivAt_iff_tendsto_slope.mpr key
```

**Q:** GRAPE needs the derivative at the current amplitude, not at zero.

**A:** Write the propagator at amplitude $s$ as $e^{A+(s-u)B}$, with $A$ and $B$ as at the start. Since $s-u$ has derivative 1, the chain rule gives $L$ at $s=u$. This covers one constant-amplitude step of a finite-dimensional system; assembling a fidelity gradient over a whole pulse is a separate task, as is rounding error.

```lean
/-- The derivative of the step propagator with respect to the real control amplitude, at any
amplitude `u`, is the upper-right block of one auxiliary matrix exponential. -/
theorem hasDerivAt_stepPropagator (H₀ H₁ : Matrix n n ℂ) (τ u : ℝ) :
    HasDerivAt (stepPropagator H₀ H₁ τ)
      (stepDerivative ((-(Complex.I * τ)) • (H₀ + (u : ℂ) • H₁))
        ((-(Complex.I * τ)) • H₁)) u := by
  set A := (-(Complex.I * τ)) • (H₀ + (u : ℂ) • H₁) with hA
  set B := (-(Complex.I * τ)) • H₁ with hB
  have hg : HasDerivAt (fun t : ℂ => exp (A + t • B)) (stepDerivative A B) ((u : ℂ) - u) := by
    rw [sub_self]
    exact (exp_auxMatrix A B).2
  have hh : HasDerivAt (fun s : ℝ => (s : ℂ) - u) 1 u := by
    simpa using ((hasDerivAt_id u).ofReal_comp).sub_const (u : ℂ)
  have h : HasDerivAt ((fun t : ℂ => exp (A + t • B)) ∘ fun s : ℝ => (s : ℂ) - u)
      ((1 : ℂ) • stepDerivative A B) u := HasDerivAt.scomp u hg hh
  rw [one_smul] at h
  convert h using 1
  funext s
  simp only [stepPropagator, Function.comp_apply, hA, hB]
  congr 1
  module
```

**Q:** I have seen $B\,e^A$ used for this derivative.

**A:** That is correct when $A$ and $B$ commute: then $e^{A+tB}=e^{tB}e^A$, whose derivative at $t=0$ is $Be^A$. For $n=1$ the matrices are numbers $a,b$, which always commute, and $L=b\,e^a$. Without commutation, $Be^A$ serves as an approximation for short steps: $A$ and $B$ are both proportional to $\tau$, and the error is at most of order $\tau^2$ as $\tau\to0$ (not proved here).

```lean
/-- If `A` and `B` commute, the upper-right block is `B exp(A)`. -/
theorem stepDerivative_of_commute {A B : Matrix n n ℂ} (hAB : Commute A B) :
    stepDerivative A B = B * exp A := by
  have h1 : HasDerivAt (fun t : ℂ => exp (t • B) * exp A) (B * exp A) 0 := by
    have h := (hasDerivAt_exp_smul_const B (0 : ℂ)).mul_const (exp A)
    simp only [zero_smul, NormedSpace.exp_zero, one_mul] at h
    exact h
  have h2 : (fun t : ℂ => exp (A + t • B)) = fun t : ℂ => exp (t • B) * exp A := by
    funext t
    rw [add_comm, Matrix.exp_add_of_commute _ _ (hAB.symm.smul_left t)]
  have h3 := (exp_auxMatrix A B).2
  rw [h2] at h3
  exact h3.unique h1
```

**Q:** And when they don't commute?

**A:** The block matrix commutes with its own exponential. Comparing upper-right blocks gives $AL+Be^A=e^AB+LA$, that is,

$$AL-LA=e^AB-Be^A.$$

```lean
/-- The commutator of `A` with `stepDerivative A B` equals the commutator of `exp A` with `B`. -/
theorem commutator_stepDerivative (A B : Matrix n n ℂ) :
    A * stepDerivative A B - stepDerivative A B * A = exp A * B - B * exp A := by
  -- the auxiliary matrix commutes with its own exponential
  have h := ((Commute.refl (auxMatrix A B)).exp_right).eq
  rw [(exp_auxMatrix A B).1, auxMatrix, fromBlocks_multiply, fromBlocks_multiply] at h
  rw [sub_eq_sub_iff_add_eq_add]
  exact (fromBlocks_inj.mp h).2.1
```

For $A$ diagonal with entries $a_i$, $e^A$ is diagonal with entries $e^{a_i}$.

```lean
/-- The exponential of a diagonal matrix is the diagonal matrix of the exponentials. -/
theorem exp_diagonal_entries (a : n → ℂ) :
    exp (diagonal a) = diagonal fun k => Complex.exp (a k) := by
  rw [Matrix.exp_diagonal]
  congr 1
  funext k
  exact (NormedSpace.map_exp (Pi.evalRingHom (fun _ : n => ℂ) k) (continuous_apply k) a).trans
    (congrFun Complex.exp_eq_exp_ℂ (a k)).symm
```

The $(i,j)$ entry of the commutator identity then reads $(a_i-a_j)L_{ij}=(e^{a_i}-e^{a_j})B_{ij}$. If $a_i\neq a_j$, we can divide:

$$L_{ij}=\frac{e^{a_i}-e^{a_j}}{a_i-a_j}\,B_{ij}.$$

Entries with $a_i=a_j$ are not covered.

```lean
/-- For the diagonal matrix `A` with entries `a` and for `a i ≠ a j`, the `(i, j)` entry of
`stepDerivative A B` is that of `B` times the divided difference of the exponential. -/
theorem stepDerivative_diagonal (a : n → ℂ) (B : Matrix n n ℂ) {i j : n} (hij : a i ≠ a j) :
    stepDerivative (diagonal a) B i j =
      (Complex.exp (a i) - Complex.exp (a j)) / (a i - a j) * B i j := by
  have h := congrFun (congrFun (commutator_stepDerivative (diagonal a) B) i) j
  rw [exp_diagonal_entries] at h
  simp only [Matrix.sub_apply, diagonal_mul, mul_diagonal] at h
  rw [div_mul_eq_mul_div, eq_div_iff (sub_ne_zero.mpr hij)]
  linear_combination h
```

**Q:** Show me a case where $Be^A$ is wrong.

**A:** Number the basis states 0 and 1. Take $A=\mathrm{diag}(0,1)$ and let $B$ have the single nonzero entry $B_{01}=1$. Then $L_{01}=(1-e)/(0-1)=e-1$, whereas $(Be^A)_{01}=e$. This is an algebraic example: neither matrix is $-i\tau$ times a Hermitian one, so it is not a pulse step of a closed system. Despite its name, the theorem below covers only this example, not every pair that fails to commute.

```lean
/-- For `A = diag(0, 1)` and `B` the 2 × 2 matrix whose only nonzero entry is a 1 in the upper-right
corner, `stepDerivative A B` differs from `B exp(A)`. -/
theorem stepDerivative_ne_of_not_commute :
    stepDerivative (diagonal ![0, 1]) !![0, 1; 0, 0] ≠
      !![0, 1; 0, 0] * exp (diagonal ![(0 : ℂ), 1]) := by
  intro h
  have h1 := congrFun (congrFun h 0) 1
  rw [stepDerivative_diagonal _ _ (by simp), exp_diagonal_entries, mul_diagonal] at h1
  have h2 : (Complex.exp 0 - Complex.exp 1) / (0 - 1) * 1 = 1 * Complex.exp 1 := h1
  rw [Complex.exp_zero] at h2
  have h3 : (1 : ℂ) = 0 := by linear_combination -h2
  exact one_ne_zero h3

end GrapeDerivative
```

```lean
#print axioms GrapeDerivative.hasDerivAt_stepPropagator
#print axioms GrapeDerivative.stepDerivative_of_commute
#print axioms GrapeDerivative.stepDerivative_ne_of_not_commute
```

```
'GrapeDerivative.hasDerivAt_stepPropagator' depends on axioms: [propext, Classical.choice, Quot.sound]
'GrapeDerivative.stepDerivative_of_commute' depends on axioms: [propext, Classical.choice, Quot.sound]
'GrapeDerivative.stepDerivative_ne_of_not_commute' depends on axioms: [propext, Classical.choice, Quot.sound]
```
